# The step function on N-bit numbers as a matrix product state of bond dimension two

Stored as a table, a sharp cutoff on a grid of $2^N$ points takes $2^N$ numbers. A compact form avoids the table, but if it is slightly wrong, say with the threshold bits entered in reverse order, the cutoff can land in the wrong place without any warning.

The compact form I have in mind labels each grid point by bits $s_0,\dots,s_{N-1}$, most significant first, and fixes threshold bits $a_0,\dots,a_{N-1}$. Site $k$ carries the matrix

$$A_k^{s_k}=\begin{pmatrix}p_k&q_k\\0&1\end{pmatrix},$$

where $p_k=1$ if $s_k=a_k$ and $0$ otherwise, and $q_k=1$ if $s_k<a_k$ and $0$ otherwise. The upper right entry of the ordered product should be 1 exactly when the binary number $s$ is less than $a$. Can this be made rigorous and machine-checked for every $N$? And is bond dimension two really needed?

## Comparing two numbers from the leading bit

Yes to the first question. For the second, the answer depends on the threshold and on where the chain is cut.

Write $\mathrm{val}(s)=\sum_{k=0}^{N-1}s_k2^{N-1-k}$. For a string of length $N+1$, let $s'$ be the string without its leading bit. Then

$$\mathrm{val}(s)=s_02^N+\mathrm{val}(s').$$

By induction, a string of length $N$ has value below $2^N$: the empty string has value $0<1$, and one more leading bit gives at most $2^N+\mathrm{val}(s')<2^{N+1}$.

Now take natural numbers $u,v$ and remainders $x,y<K$. Then $uK+x<vK+y$ holds exactly when $u<v$, or $u=v$ and $x<y$. If $u<v$, then $uK+x<(u+1)K\le vK+y$. If $u=v$, the leading terms cancel. If $u>v$, the first case with the roles exchanged gives the opposite inequality. With $K=2^N$, this says that $\mathrm{val}(s)<\mathrm{val}(a)$ exactly when $s_0<a_0$, or $s_0=a_0$ and $\mathrm{val}(s')<\mathrm{val}(a')$.

Let $\delta(s,a)$ be 1 if the strings agree and 0 otherwise, and let $\theta(s<a)$ be 1 if $\mathrm{val}(s)<\mathrm{val}(a)$ and 0 otherwise. The claim is that the ordered product equals

$$\begin{pmatrix}\delta(s,a)&\theta(s<a)\\0&1\end{pmatrix}.$$

For $N=0$ the product is the identity, the two empty strings agree, and $0<0$ is false. For the induction step,

$$\begin{pmatrix}p_0&q_0\\0&1\end{pmatrix}\begin{pmatrix}\delta(s',a')&\theta(s'<a')\\0&1\end{pmatrix}=\begin{pmatrix}p_0\,\delta(s',a')&p_0\,\theta(s'<a')+q_0\\0&1\end{pmatrix}.$$

The upper left entry is $\delta(s,a)$. Since $p_0$ and $q_0$ are never both 1, the upper right entry is 1 exactly under the condition found above, and 0 otherwise.

**An instance.** Take $a=101$, which is 5. For $s=100$, which is 4, the first two matrices are the identity and the last is $\begin{pmatrix}0&1\\0&1\end{pmatrix}$, so the amplitude is 1. For $s=110$, which is 6, the product is

$$\begin{pmatrix}1&0\\0&1\end{pmatrix}\begin{pmatrix}0&0\\0&1\end{pmatrix}\begin{pmatrix}0&1\\0&1\end{pmatrix}=\begin{pmatrix}0&0\\0&1\end{pmatrix},$$

and the amplitude is 0.

**The reversed step.** If $q_k$ is 1 for $s_k>a_k$ instead, the same induction gives $\theta(s>a)$ in the upper right entry, because the comparison by leading bits works equally well with the two numbers exchanged.

## The norm counts the points below the threshold

Summing one site's matrix over its physical bit gives $\begin{pmatrix}1&a_0\\0&2\end{pmatrix}$, since exactly $a_0$ of the two bits lie below $a_0$. The sum over all strings separates site by site, and the induction step is

$$\begin{pmatrix}1&a_0\\0&2\end{pmatrix}\begin{pmatrix}1&\mathrm{val}(a')\\0&2^N\end{pmatrix}=\begin{pmatrix}1&\mathrm{val}(a)\\0&2^{N+1}\end{pmatrix}.$$

The amplitudes therefore sum to $\mathrm{val}(a)$. Each is 0 or 1 and equals its own squared modulus, so the squared norm is also $\mathrm{val}(a)$. For $\mathrm{val}(a)>0$, the normalised state has amplitude $1/\sqrt{\mathrm{val}(a)}$ on every string below the threshold. For $\mathrm{val}(a)=0$ all amplitudes vanish, and the zero vector cannot be normalised.

## When bond dimension one is enough at a cut

Cut the chain into a left block of $N$ sites and a right block of $M$ sites. Let the threshold parts be $a$ and $b$, and the physical strings $x$ and $y$. The joined string $xy$ has value $\mathrm{val}(x)2^M+\mathrm{val}(y)$. The amplitude $\psi(x,y)$ is therefore 1 exactly when $\mathrm{val}(x)<\mathrm{val}(a)$, or $\mathrm{val}(x)=\mathrm{val}(a)$ and $\mathrm{val}(y)<\mathrm{val}(b)$.

Suppose both threshold parts are nonzero and $\psi(x,y)=u(x)v(y)$. Writing $0$ for the all-zero string, we have $\psi(0,b)=\psi(a,0)=1$ and $\psi(a,b)=0$. But then

$$1=u(0)v(b)\,u(a)v(0)=u(0)v(0)\,u(a)v(b)=0,$$

a contradiction. A bond of dimension one at this cut would give just such a factorisation, so two is the smallest possible dimension there.

If $\mathrm{val}(a)=0$, the amplitude factorises: take $u(x)=1$ for $\mathrm{val}(x)=0$ and $0$ otherwise, and $v(y)=\theta(y<b)$. If $\mathrm{val}(b)=0$, take $u(x)=\theta(x<a)$ and $v(y)=1$. For the threshold $101$, both cuts between sites need dimension two.

## What the Lean theorems say

A bit string is a function `Fin N → Fin 2`, with sites numbered from 0. `binaryValue` is $\mathrm{val}$; its exponent `k.rev` is $N-1-k$, which makes site 0 the most significant. `stepCore a s` takes the threshold bit first and the physical bit second. `stepProduct` multiplies the matrices from left to right in site order, over ℂ. `stepAmplitude` reads off entry (0,1), which amounts to closing an open chain with the row vector $(1,0)$ and the column vector $(0,1)^T$.

`stepProduct_eq` gives the whole matrix, and `stepAmplitude_eq` is the step function. `sum_stepProduct` and `norm_sq_stepState` give the summed product and the squared norm of the unnormalised state. In `stepAmplitude_append` and `factorises_iff`, `Fin.append` joins the two blocks. The factors `u` and `v` are arbitrary complex functions, so the zero vector counts as factorised.

The theorems about bit strings hold for every finite length, including empty chains and blocks, with no further hypotheses. They concern amplitudes: Schmidt rank is not defined, and no continuum limit is taken. In the quantics format, a function on a grid is stored as a tensor whose indices are the bits of the grid point's number. For simulations in this format, the theorems give an exact representation of a sharp cutoff in one variable on a finite binary grid.

```lean
import Mathlib

open Matrix

namespace QuanticsStepMPS

noncomputable section

/-- The number encoded by a string of bits, most significant bit first. -/
def binaryValue {N : ℕ} (s : Fin N → Fin 2) : ℕ :=
  ∑ k, (s k : ℕ) * 2 ^ (k.rev : ℕ)

/-- The local tensor of the step function: `a` is the threshold bit at the site and `s` the
physical bit. -/
def stepCore (a s : Fin 2) : Matrix (Fin 2) (Fin 2) ℂ :=
  !![if s = a then 1 else 0, if s < a then 1 else 0; 0, 1]

/-- The ordered product of the local tensors along the chain. -/
def stepProduct {N : ℕ} (a s : Fin N → Fin 2) : Matrix (Fin 2) (Fin 2) ℂ :=
  (List.ofFn fun k => stepCore (a k) (s k)).prod

/-- The amplitude of the matrix product state: entry (0,1) of the ordered product. -/
def stepAmplitude {N : ℕ} (a s : Fin N → Fin 2) : ℂ := stepProduct a s 0 1

lemma binaryValue_succ {N : ℕ} (s : Fin (N + 1) → Fin 2) :
    binaryValue s = (s 0 : ℕ) * 2 ^ N + binaryValue (fun k => s k.succ) := by
  unfold binaryValue
  have h0 : ((0 : Fin (N + 1)).rev : ℕ) = N := by simp
  rw [Fin.sum_univ_succ, h0]
  congr 1
  refine Finset.sum_congr rfl fun k _ => ?_
  have h : (k.succ.rev : ℕ) = k.rev := by
    rw [Fin.val_rev, Fin.val_rev, Fin.val_succ]
    omega
  rw [h]

lemma stepProduct_succ {N : ℕ} (a s : Fin (N + 1) → Fin 2) :
    stepProduct a s =
      stepCore (a 0) (s 0) * stepProduct (fun k => a k.succ) (fun k => s k.succ) := by
  simp [stepProduct, List.ofFn_succ]

/-- A string of `N` bits encodes a number below `2 ^ N`. -/
theorem binaryValue_lt {N : ℕ} (s : Fin N → Fin 2) : binaryValue s < 2 ^ N := by
  induction N with
  | zero => simp [binaryValue]
  | succ n ih =>
    rw [binaryValue_succ, pow_succ]
    have h := ih (fun k => s k.succ)
    have h0 := (s 0).isLt
    have h1 : (s 0 : ℕ) * 2 ^ n ≤ 1 * 2 ^ n := Nat.mul_le_mul_right _ (by omega)
    omega

/-- Numbers split into a leading part and a remainder below `K` compare lexicographically. -/
theorem lex_lt {K x y : ℕ} (hx : x < K) (hy : y < K) (u v : ℕ) :
    u * K + x < v * K + y ↔ u < v ∨ (u = v ∧ x < y) := by
  constructor
  · intro h
    rcases lt_trichotomy u v with h1 | h1 | h1
    · exact Or.inl h1
    · subst h1
      exact Or.inr ⟨rfl, by omega⟩
    · have h2 : (v + 1) * K ≤ u * K := Nat.mul_le_mul_right K h1
      rw [add_mul, one_mul] at h2
      omega
  · rintro (h1 | ⟨rfl, h⟩)
    · have h2 : (u + 1) * K ≤ v * K := Nat.mul_le_mul_right K h1
      rw [add_mul, one_mul] at h2
      omega
    · omega

/-- The full ordered product: entry (0,0) tests whether the string equals the threshold string,
and entry (0,1) tests whether its binary value lies below the threshold. -/
theorem stepProduct_eq {N : ℕ} (a s : Fin N → Fin 2) :
    stepProduct a s =
      !![if s = a then 1 else 0, if binaryValue s < binaryValue a then 1 else 0; 0, 1] := by
  induction N with
  | zero =>
    have h : s = a := Subsingleton.elim _ _
    subst h
    simp [stepProduct, Matrix.one_fin_two]
  | succ n ih =>
    have hs : s = a ↔ s 0 = a 0 ∧ (fun k : Fin n => s k.succ) = fun k => a k.succ := by
      constructor
      · rintro rfl
        exact ⟨rfl, rfl⟩
      · rintro ⟨h0, h⟩
        funext k
        exact Fin.cases h0 (fun j => congrFun h j) k
    -- the leading bit decides, unless it agrees with the threshold bit
    have hv : binaryValue s < binaryValue a ↔ s 0 < a 0 ∨ (s 0 = a 0 ∧
        binaryValue (fun k => s k.succ) < binaryValue (fun k => a k.succ)) := by
      rw [binaryValue_succ s, binaryValue_succ a,
        lex_lt (binaryValue_lt _) (binaryValue_lt _), Fin.lt_def, Fin.ext_iff]
    rw [stepProduct_succ, ih, stepCore, Matrix.mul_fin_two]
    simp only [hs, hv]
    rcases lt_trichotomy (s 0) (a 0) with h | h | h
    · simp [h, h.ne]
    · simp [h]
    · simp [h.ne', not_lt_of_gt h]

/-- **Quantics step function.** The amplitude of the matrix product state is 1 if the binary
number `s` is less than `a`, and 0 otherwise. -/
theorem stepAmplitude_eq {N : ℕ} (a s : Fin N → Fin 2) :
    stepAmplitude a s = if binaryValue s < binaryValue a then 1 else 0 := by
  rw [stepAmplitude, stepProduct_eq]
  simp

/-- The ordered product summed over all configurations of the physical bits. -/
theorem sum_stepProduct {N : ℕ} (a : Fin N → Fin 2) :
    ∑ s : Fin N → Fin 2, stepProduct a s = !![1, (binaryValue a : ℂ); 0, 2 ^ N] := by
  induction N with
  | zero => simp [stepProduct, binaryValue, Matrix.one_fin_two]
  | succ n ih =>
    -- the sum over the leading bit separates from the rest of the chain
    have key : ∑ s : Fin (n + 1) → Fin 2, stepProduct a s =
        ∑ b : Fin 2, ∑ t : Fin n → Fin 2,
          stepCore (a 0) b * stepProduct (fun k => a k.succ) t := by
      rw [← Fintype.sum_prod_type']
      symm
      refine Fintype.sum_equiv (Fin.consEquiv (fun _ : Fin (n + 1) => Fin 2)) _ _ ?_
      rintro ⟨b, t⟩
      rw [stepProduct_succ]
      rfl
    rw [key]
    simp only [← Finset.mul_sum, ih]
    rw [Fin.sum_univ_two, binaryValue_succ]
    have h01 : a 0 = 0 ∨ a 0 = 1 := by
      generalize a 0 = b
      fin_cases b <;> simp
    rcases h01 with h | h <;> ext i j <;> fin_cases i <;> fin_cases j <;>
      simp [h, stepCore, pow_succ] <;> ring

/-- The squared norm of the unnormalised step-function state is the threshold number. -/
theorem norm_sq_stepState {N : ℕ} (a : Fin N → Fin 2) :
    ∑ s : Fin N → Fin 2, ‖stepAmplitude a s‖ ^ 2 = (binaryValue a : ℝ) := by
  have hsum : ∑ s : Fin N → Fin 2, stepAmplitude a s = (binaryValue a : ℂ) := by
    unfold stepAmplitude
    rw [← Matrix.sum_apply, sum_stepProduct]
    simp
  apply Complex.ofReal_injective
  push_cast
  rw [← hsum]
  -- every amplitude is 0 or 1, hence equal to its squared modulus
  refine Finset.sum_congr rfl fun s _ => ?_
  rw [stepAmplitude_eq]
  split_ifs <;> simp

lemma binaryValue_append {N M : ℕ} (x : Fin N → Fin 2) (y : Fin M → Fin 2) :
    binaryValue (Fin.append x y) = binaryValue x * 2 ^ M + binaryValue y := by
  unfold binaryValue
  rw [Fin.sum_univ_add, Finset.sum_mul]
  congr 1
  · refine Finset.sum_congr rfl fun k _ => ?_
    have h : ((Fin.castAdd M k).rev : ℕ) = k.rev + M := by
      have h1 : (Fin.castAdd M k : ℕ) = k := rfl
      have h2 := k.isLt
      rw [Fin.val_rev, Fin.val_rev, h1]
      omega
    rw [Fin.append_left, h, pow_add, mul_assoc]
  · refine Finset.sum_congr rfl fun k _ => ?_
    have h : ((Fin.natAdd N k).rev : ℕ) = k.rev := by
      have h1 : (Fin.natAdd N k : ℕ) = N + k := rfl
      have h2 := k.isLt
      rw [Fin.val_rev, Fin.val_rev, h1]
      omega
    rw [Fin.append_right, h]

/-- Across a cut of the chain, the amplitude is 1 exactly when the left block is below its
threshold, or equals it while the right block is below its own. -/
theorem stepAmplitude_append {N M : ℕ} (a x : Fin N → Fin 2) (b y : Fin M → Fin 2) :
    stepAmplitude (Fin.append a b) (Fin.append x y) =
      if binaryValue x < binaryValue a ∨
        (binaryValue x = binaryValue a ∧ binaryValue y < binaryValue b) then 1 else 0 := by
  simp only [stepAmplitude_eq, binaryValue_append,
    lex_lt (binaryValue_lt y) (binaryValue_lt b)]

/-- Across a cut, the amplitude is a function of the left block times a function of the right block
if and only if the left or the right part of the threshold has binary value zero. -/
theorem factorises_iff {N M : ℕ} (a : Fin N → Fin 2) (b : Fin M → Fin 2) :
    (∃ (u : (Fin N → Fin 2) → ℂ) (v : (Fin M → Fin 2) → ℂ), ∀ x y,
      stepAmplitude (Fin.append a b) (Fin.append x y) = u x * v y) ↔
      binaryValue a = 0 ∨ binaryValue b = 0 := by
  constructor
  · rintro ⟨u, v, h⟩
    by_contra hne
    rw [not_or] at hne
    obtain ⟨ha, hb⟩ := hne
    have zN : binaryValue (fun _ : Fin N => (0 : Fin 2)) = 0 := by simp [binaryValue]
    have zM : binaryValue (fun _ : Fin M => (0 : Fin 2)) = 0 := by simp [binaryValue]
    have e : ∀ x y, (binaryValue x < binaryValue a ∨
        (binaryValue x = binaryValue a ∧ binaryValue y < binaryValue b)) → u x * v y = 1 :=
      fun x y hc => by rw [← h, stepAmplitude_append, if_pos hc]
    have e1 := e (fun _ => 0) b (Or.inl (by omega))
    have e2 := e a (fun _ => 0) (Or.inr ⟨rfl, by omega⟩)
    have hn : ¬(binaryValue a < binaryValue a ∨
        (binaryValue a = binaryValue a ∧ binaryValue b < binaryValue b)) := by simp
    have e3 : u a * v b = 0 := by rw [← h, stepAmplitude_append, if_neg hn]
    -- a factorised amplitude would have a vanishing 2 × 2 minor
    have h10 : (1 : ℂ) = 0 := by
      calc (1 : ℂ) = (u (fun _ => 0) * v b) * (u a * v (fun _ => 0)) := by
            rw [e1, e2, one_mul]
        _ = (u (fun _ => 0) * v (fun _ => 0)) * (u a * v b) := by ring
        _ = 0 := by rw [e3, mul_zero]
    exact one_ne_zero h10
  · rintro (ha | hb)
    · refine ⟨fun x => if binaryValue x = 0 then 1 else 0,
        fun y => if binaryValue y < binaryValue b then 1 else 0, fun x y => ?_⟩
      by_cases h1 : binaryValue x = 0 <;> by_cases h2 : binaryValue y < binaryValue b <;>
        simp [stepAmplitude_append, ha, h1, h2]
    · refine ⟨fun x => if binaryValue x < binaryValue a then 1 else 0, fun _ => 1,
        fun x y => ?_⟩
      simp [stepAmplitude_append, hb]

end

end QuanticsStepMPS
```

```lean
#print axioms QuanticsStepMPS.norm_sq_stepState
-- 'QuanticsStepMPS.norm_sq_stepState' depends on axioms: [propext, Classical.choice, Quot.sound]
#print axioms QuanticsStepMPS.factorises_iff
-- 'QuanticsStepMPS.factorises_iff' depends on axioms: [propext, Classical.choice, Quot.sound]
```

## How the Lean proof follows the calculation

`binaryValue_succ` and `stepProduct_succ` split off the leading site. `binaryValue_lt` bounds the remainder, and `lex_lt` is the comparison of $uK+x$ with $vK+y$. Its forward direction goes through the three cases of `lt_trichotomy u v`, and its converse through the two alternatives of the condition.

In `stepProduct_eq`, the induction step first establishes two equivalences. `hs` splits equality of strings into equality of the leading bits and of the rest, and `hv` does the same for the order, using `lex_lt`. `Matrix.mul_fin_two` then multiplies the two matrices, and the cases $s_0<a_0$, $s_0=a_0$ and $s_0>a_0$ settle the entries. `stepAmplitude_eq` takes the upper right one.

In `sum_stepProduct`, the statement `key` turns the sum over strings into a sum over the leading bit and a sum over the rest. `Finset.mul_sum`, used from right to left, pulls the leading matrix out of the inner sum, where the induction hypothesis applies. The two possible values of `a 0` are then checked entry by entry. `norm_sq_stepState` takes the sum of amplitudes from this result and replaces each amplitude by its squared modulus.

`binaryValue_append` computes the value of a joined string, and `lex_lt` turns it into the condition in `stepAmplitude_append`. In `factorises_iff`, `e1`, `e2` and `e3` are the amplitudes $\psi(0,b)$, $\psi(a,0)$ and $\psi(a,b)$ written as products, and `h10` is the contradiction $1=0$. The converse supplies the two explicit factorisations given above.
